# The linked-cluster recursion for products of pair weights

## Pair weights, diagrams and connected sums

Consider classical particles at fixed positions, labelled by a finite set V, that interact through a pair potential u_ij. At inverse temperature β their Boltzmann factor is a product over pairs, and each factor can be written as 1 + w_ij with

w_ij = exp(−β u_ij) − 1.

This w_ij is the Mayer bond, usually written f_ij. Most of what follows needs only that w_ij = w_ji. Define

D(V) = ∏ (1 + w_ij), over all unordered pairs of distinct i, j in V.

A diagram on V is a set E of such pairs, called lines, and its weight is the product of w over its lines. A diagram on a nonempty set S is connected if its lines join every two vertices of S by a path. Let

C(S) = sum of the weights of all connected diagrams on S.

Empty products equal 1, so D(∅) = 1 and C({v}) = 1. For Mayer bonds, C(S) is the Ursell function of the labelled particles in S, without a factorial prefactor.

The claim is that for every v in V

D(V) = Σ C(S) D(V∖S), over all S with v ∈ S ⊆ V.

For a classical, pairwise additive potential, this is an identity behind the Mayer expansion, taken before any integration over positions. The linked-cluster theorem of many-body theory concerns the logarithm of a partition function or, at zero temperature, the ground-state energy; the recursion here involves commuting pair weights, with no logarithm and no time-ordered contractions.

## Sorting diagrams by the cluster of one particle

Multiplying out D(V) means choosing 1 or w_ij for each pair. The pairs for which w_ij is chosen form a diagram, and each diagram arises once:

D(V) = Σ_E ∏_{e∈E} w_e.

Fix v in V. For a diagram E, let S be the cluster of v, the set of vertices in V that can be reached from v along lines of E, including v itself. If one end of a line is in S, the other end can be reached too. Every line therefore lies within S or within V∖S, and E splits into a part A on S and a part B on V∖S. A path from v to a vertex of S never leaves S, so it uses only lines of A. Hence A is connected on S.

Conversely, take a subset S of V that contains v, a connected diagram A on S and any diagram B on V∖S. In A ∪ B, the lines of A join v to all of S, and no line leaves S, so the cluster of v is exactly S. Cutting A ∪ B along S returns A and B. Diagrams with cluster S thus correspond one to one to pairs (A, B). Since A and B share no line, their weights multiply:

D(V) = Σ_S Σ_A Σ_B (∏_{e∈A} w_e)(∏_{e∈B} w_e) = Σ_S C(S) D(V∖S).

The term S = V is C(V) D(∅) = C(V). Solving for it gives

C(V) = D(V) − Σ C(S) D(V∖S), over S with v ∈ S ⊆ V and S ≠ V,

which determines C from smaller sets.

If V consists of two nonempty disjoint groups with zero weight between them, C(V) = 0: every connected diagram must contain a line between the groups, and that line has weight zero.

## Three particles in numbers

Take V = {1, 2, 3}, w₁₂ = 1, w₁₃ = 2, w₂₃ = 3 and v = 1. Directly, D(V) = 2 · 3 · 4 = 24. The connected diagrams on V are the three with two lines and the triangle, so

C(V) = 1·2 + 1·3 + 2·3 + 1·2·3 = 17.

The recursion gives

C({1}) D({2,3}) + C({1,2}) D({3}) + C({1,3}) D({2}) + C(V) D(∅) = 4 + 1 + 2 + 17 = 24.

## Diagrams as finite sets of unordered pairs

The vertices belong to an arbitrary type `α`, and V and S are finite subsets of it.

In Lean 4 with Mathlib:

```lean
import Mathlib

open Finset
open scoped Classical

namespace LinkedCluster

noncomputable section

variable {α : Type*}
```

An unordered pair has type `Sym2 α`, written `s(a, b)`, which builds in the symmetry of w. A diagram is a finite set of such pairs, and `graphOf` turns it into a graph in which paths can be followed.

```lean
/-- The simple graph whose edges are the lines of the diagram `E`. -/
def graphOf (E : Finset (Sym2 α)) : SimpleGraph α :=
  SimpleGraph.fromEdgeSet (E : Set (Sym2 α))
```

`Connects` requires S to be nonempty, so C(∅) = 0. It doesn't itself confine paths to S; that follows in C(S), where only lines within S are admitted.

```lean
/-- The diagram `E` connects `S`: the set `S` is nonempty and any two of its vertices are
joined by a path of lines of `E`. -/
def Connects (E : Finset (Sym2 α)) (S : Finset α) : Prop :=
  S.Nonempty ∧ ∀ x ∈ S, ∀ y ∈ S, (graphOf E).Reachable x y

/-- The vertices of `V` that are joined to `v` by a path of lines of `E`. -/
def cluster (E : Finset (Sym2 α)) (V : Finset α) (v : α) : Finset α :=
  V.filter (fun x => (graphOf E).Reachable v x)
```

The next lemma is the induction along a path that supports each statement of the form "no path leaves S".

```lean
/-- A property that passes along every line of a graph passes along every path. -/
theorem reachable_induction {G : SimpleGraph α} {P : α → Prop}
    (step : ∀ a b, P a → G.Adj a b → P b) {x y : α} (h : G.Reachable x y) (hx : P x) :
    P y := by
  obtain ⟨p⟩ := h
  induction p with
  | nil => exact hx
  | cons hadj _ ih => exact ih (step _ _ hx hadj)
```

The weights take values in any commutative ring `R`, which includes the real numbers. The set `pairs V` leaves out pairs of a vertex with itself, so any values of w there are irrelevant.

```lean
variable [DecidableEq α] {R : Type*} [CommRing R]

/-- The unordered pairs of distinct vertices of `V`. -/
def pairs (V : Finset α) : Finset (Sym2 α) :=
  V.sym2.filter (fun e => ¬ e.IsDiag)
```

D is `pairProduct` and C is `connectedSum`.

```lean
/-- `D(V)`: the product of `1 + w_ij` over all unordered pairs of distinct vertices of `V`. -/
def pairProduct (w : Sym2 α → R) (V : Finset α) : R :=
  ∏ e ∈ pairs V, (1 + w e)

/-- `C(S)`: the sum, over all connected diagrams on `S`, of the product of the line weights. -/
def connectedSum (w : Sym2 α → R) (S : Finset α) : R :=
  ∑ E ∈ (pairs S).powerset with Connects E S, ∏ e ∈ E, w e
```

Three lemmas unfold membership in `pairs` and `cluster`, and adjacency in `graphOf`.

```lean
private lemma mem_pairs {V : Finset α} {a b : α} :
    s(a, b) ∈ pairs V ↔ a ∈ V ∧ b ∈ V ∧ a ≠ b := by
  simp [pairs, and_assoc]

omit [DecidableEq α] in
private lemma graphOf_adj {E : Finset (Sym2 α)} {a b : α} :
    (graphOf E).Adj a b ↔ s(a, b) ∈ E ∧ a ≠ b := by
  simp [graphOf]

omit [DecidableEq α] in
private lemma mem_cluster {E : Finset (Sym2 α)} {V : Finset α} {v x : α} :
    x ∈ cluster E V v ↔ x ∈ V ∧ (graphOf E).Reachable v x := by
  simp [cluster]
```

Two more record that pairs within a subset are pairs within the whole, and that S and V∖S have no pair in common.

```lean
private lemma pairs_mono {S V : Finset α} (h : S ⊆ V) : pairs S ⊆ pairs V := by
  intro e
  induction e using Sym2.ind with
  | _ a b =>
    intro he
    obtain ⟨ha, hb, hab⟩ := mem_pairs.1 he
    exact mem_pairs.2 ⟨h ha, h hb, hab⟩

private lemma pairs_disjoint (S V : Finset α) : Disjoint (pairs S) (pairs (V \ S)) := by
  refine Finset.disjoint_left.2 fun e => ?_
  induction e using Sym2.ind with
  | _ a b =>
    intro h h'
    exact (mem_sdiff.1 (mem_pairs.1 h').1).2 (mem_pairs.1 h).1
```

## Expansion, cutting and gluing

The expansion over all diagrams is Mathlib's formula for a product of terms 1 + w.

```lean
/-- `D(V)` is the sum over all diagrams on `V`, connected or not. -/
theorem diagram_expansion (w : Sym2 α → R) (V : Finset α) :
    pairProduct w V = ∑ E ∈ (pairs V).powerset, ∏ e ∈ E, w e := by
  rw [pairProduct, Finset.prod_one_add]
```

The cut loses no line. In the proof, `hiff` says that the two ends of a line are both in the cluster or both outside it.

```lean
/-- If `S` is the cluster of `v` in a diagram on `V`, every line lies within `S` or within
the remainder `V \ S`. -/
theorem cluster_split {E : Finset (Sym2 α)} {V S : Finset α} {v : α}
    (hE : E ⊆ pairs V) (hS : cluster E V v = S) :
    (E ∩ pairs S) ∪ (E ∩ pairs (V \ S)) = E := by
  ext e
  induction e using Sym2.ind with
  | _ a b =>
    simp only [mem_union, mem_inter, mem_pairs, mem_sdiff]
    constructor
    · rintro (h | h) <;> exact h.1
    · intro h
      obtain ⟨ha, hb, hab⟩ := mem_pairs.1 (hE h)
      have adj : (graphOf E).Adj a b := graphOf_adj.2 ⟨h, hab⟩
      -- the two ends of a line belong to the same cluster
      have hiff : a ∈ S ↔ b ∈ S := by
        rw [← hS, mem_cluster, mem_cluster]
        exact ⟨fun h => ⟨hb, h.2.trans adj.reachable⟩,
          fun h => ⟨ha, h.2.trans adj.symm.reachable⟩⟩
      tauto
```

The part on S is connected. The induction carries two facts along a path from v: the current vertex is in S, and it can be reached using only lines within S. Any two vertices of S are then joined through v.

```lean
/-- In a diagram on `V`, the lines within the cluster `S` of a vertex `v` of `V` connect `S`. -/
theorem cluster_connected {E : Finset (Sym2 α)} {V S : Finset α} {v : α}
    (hE : E ⊆ pairs V) (hv : v ∈ V) (hS : cluster E V v = S) :
    Connects (E ∩ pairs S) S := by
  have mem : ∀ x, x ∈ S ↔ x ∈ V ∧ (graphOf E).Reachable v x := by
    intro x
    rw [← hS, mem_cluster]
  have hvS : v ∈ S := (mem v).2 ⟨hv, SimpleGraph.Reachable.refl v⟩
  -- a path starting at `v` never leaves `S`
  have key : ∀ x ∈ S, (graphOf (E ∩ pairs S)).Reachable v x := by
    intro x hx
    refine (reachable_induction
      (P := fun y => y ∈ S ∧ (graphOf (E ∩ pairs S)).Reachable v y) ?_
      ((mem x).1 hx).2 ⟨hvS, SimpleGraph.Reachable.refl v⟩).2
    rintro a b ⟨ha, hr⟩ hab
    have h := graphOf_adj.1 hab
    have hb : b ∈ S :=
      (mem b).2 ⟨(mem_pairs.1 (hE h.1)).2.1, ((mem a).1 ha).2.trans hab.reachable⟩
    have adj : (graphOf (E ∩ pairs S)).Adj a b :=
      graphOf_adj.2 ⟨mem_inter.2 ⟨h.1, mem_pairs.2 ⟨ha, hb, h.2⟩⟩, h.2⟩
    exact ⟨hb, hr.trans adj.reachable⟩
  exact ⟨⟨v, hvS⟩, fun x hx y hy => (key x hx).symm.trans (key y hy)⟩
```

For gluing, the first half shows that no path from v leaves S, and the second that the lines of A still reach all of S after B is added.

```lean
/-- Joining a connected diagram on `S ⊆ V` with any diagram on `V \ S` gives a diagram in
which the cluster of each `v` in `S` is `S`. -/
theorem cluster_glue {A B : Finset (Sym2 α)} {V S : Finset α} {v : α} (hv : v ∈ S)
    (hSV : S ⊆ V) (hA : A ⊆ pairs S) (hc : Connects A S) (hB : B ⊆ pairs (V \ S)) :
    cluster (A ∪ B) V v = S := by
  ext x
  rw [mem_cluster]
  constructor
  · rintro ⟨_, hr⟩
    refine reachable_induction (P := fun y => y ∈ S) ?_ hr hv
    intro a b ha hab
    rcases mem_union.1 (graphOf_adj.1 hab).1 with h | h
    · exact (mem_pairs.1 (hA h)).2.1
    · exact absurd ha (mem_sdiff.1 (mem_pairs.1 (hB h)).1).2
  · intro hx
    refine ⟨hSV hx, reachable_induction
      (P := fun y => (graphOf (A ∪ B)).Reachable v y) ?_ (hc.2 v hv x hx)
      (SimpleGraph.Reachable.refl v)⟩
    intro a b hr hab
    have h := graphOf_adj.1 hab
    have adj : (graphOf (A ∪ B)).Adj a b := graphOf_adj.2 ⟨mem_union_left _ h.1, h.2⟩
    exact hr.trans adj.reachable
```

## The recursion and its uniqueness

The hypothesis `hv` places v in V, and the sum runs over the subsets of V that contain v. The proof groups diagrams by cluster with `sum_fiberwise_of_maps_to`, then writes C(S) D(V∖S) as one sum over pairs (A, B). The tactic step `sum_nbij'` leaves five goals: cutting gives an admissible pair, gluing gives a diagram with cluster S, each operation undoes the other (two goals), and the weights multiply.

```lean
/-- Linked-cluster recursion: for `v` in `V`, `D(V)` is the sum of `C(S) D(V \ S)` over the
subsets `S` of `V` that contain `v`. -/
theorem linked_cluster_recursion (w : Sym2 α → R) {V : Finset α} {v : α} (hv : v ∈ V) :
    pairProduct w V =
      ∑ S ∈ V.powerset with v ∈ S, connectedSum w S * pairProduct w (V \ S) := by
  have hmaps : ∀ E ∈ (pairs V).powerset,
      cluster E V v ∈ V.powerset.filter (fun S => v ∈ S) := fun E _ =>
    mem_filter.2 ⟨mem_powerset.2 (filter_subset _ _),
      mem_cluster.2 ⟨hv, SimpleGraph.Reachable.refl v⟩⟩
  -- sort the diagrams by the cluster of `v`
  rw [diagram_expansion w V, ← Finset.sum_fiberwise_of_maps_to hmaps]
  refine Finset.sum_congr rfl fun S hS => ?_
  obtain ⟨hSV, hvS⟩ := mem_filter.1 hS
  rw [mem_powerset] at hSV
  rw [connectedSum, diagram_expansion w (V \ S), Finset.sum_mul_sum, ← Finset.sum_product']
  -- cut each diagram into its part on `S` and its part on `V \ S`
  refine Finset.sum_nbij' (fun E => (E ∩ pairs S, E ∩ pairs (V \ S)))
    (fun p => p.1 ∪ p.2) ?_ ?_ ?_ ?_ ?_
  · intro E hE
    simp only [mem_filter, mem_powerset] at hE
    simp only [mem_product, mem_filter, mem_powerset]
    exact ⟨⟨inter_subset_right, cluster_connected hE.1 hv hE.2⟩, inter_subset_right⟩
  · rintro ⟨A, B⟩ h
    simp only [mem_product, mem_filter, mem_powerset] at h ⊢
    obtain ⟨⟨hA, hc⟩, hB⟩ := h
    exact ⟨union_subset (hA.trans (pairs_mono hSV)) (hB.trans (pairs_mono sdiff_subset)),
      cluster_glue hvS hSV hA hc hB⟩
  · intro E hE
    simp only [mem_filter, mem_powerset] at hE
    exact cluster_split hE.1 hE.2
  · rintro ⟨A, B⟩ h
    simp only [mem_product, mem_filter, mem_powerset] at h
    obtain ⟨⟨hA, _⟩, hB⟩ := h
    refine Prod.ext ?_ ?_ <;>
    · ext e
      have h1 : e ∈ A → e ∈ pairs S := fun he => hA he
      have h2 : e ∈ B → e ∈ pairs (V \ S) := fun he => hB he
      have h3 : e ∈ pairs S → e ∉ pairs (V \ S) :=
        fun he => Finset.disjoint_left.1 (pairs_disjoint S V) he
      simp only [mem_inter, mem_union]
      tauto
  · intro E hE
    simp only [mem_filter, mem_powerset] at hE
    change ∏ e ∈ E, w e = (∏ e ∈ E ∩ pairs S, w e) * ∏ e ∈ E ∩ pairs (V \ S), w e
    rw [← Finset.prod_union ((pairs_disjoint S V).mono inter_subset_right inter_subset_right),
      cluster_split hE.1 hE.2]
```

Suppose a function `K` satisfies the same recursion for all V and all v in V. Induction on V makes `K` and C agree on smaller nonempty sets; subtracting the two recursions leaves only the terms S = V. The value of `K` on the empty set never enters, since every S contains v.

```lean
/-- The recursion determines the connected sums: any `K` that obeys it for all `V` and all
`v` in `V` equals `C` on every nonempty set. -/
theorem connectedSum_unique (w : Sym2 α → R) (K : Finset α → R)
    (hK : ∀ V : Finset α, ∀ v ∈ V, pairProduct w V =
      ∑ S ∈ V.powerset with v ∈ S, K S * pairProduct w (V \ S)) :
    ∀ V : Finset α, V.Nonempty → K V = connectedSum w V := by
  intro V
  induction V using Finset.strongInduction with
  | H V ih =>
    rintro ⟨v, hv⟩
    have h := (hK V v hv).symm.trans (linked_cluster_recursion w hv)
    have hmem : V ∈ V.powerset.filter (fun S => v ∈ S) := by simp [hv]
    have hD : pairProduct w (V \ V) = 1 := by simp [pairProduct, pairs]
    -- isolate the term `S = V`; the others agree by induction
    have h1 := Finset.add_sum_erase _ (fun S => K S * pairProduct w (V \ S)) hmem
    have h2 := Finset.add_sum_erase _ (fun S => connectedSum w S * pairProduct w (V \ S)) hmem
    have h3 : ∑ S ∈ (V.powerset.filter (fun S => v ∈ S)).erase V,
          K S * pairProduct w (V \ S) =
        ∑ S ∈ (V.powerset.filter (fun S => v ∈ S)).erase V,
          connectedSum w S * pairProduct w (V \ S) := by
      refine Finset.sum_congr rfl fun S hS => ?_
      obtain ⟨hne, hS'⟩ := mem_erase.1 hS
      obtain ⟨hSV, hvS⟩ := mem_filter.1 hS'
      rw [ih S (Finset.ssubset_iff_subset_ne.2 ⟨mem_powerset.1 hSV, hne⟩) ⟨v, hvS⟩]
    simp only [hD, mul_one] at h1 h2
    linear_combination h + h1 - h2 - h3
```

## Decoupled groups and Boltzmann factors

In the next theorem `A` and `B` are groups of vertices, not diagrams. If a connected diagram had nonzero weight, none of its lines could run from `A` to `B`, so a path starting in `A` would stay there and could not reach `B`.

```lean
/-- The connected sum vanishes on the union of two nonempty disjoint groups of vertices when
all weights between the groups are zero. -/
theorem connectedSum_eq_zero_of_decoupled (w : Sym2 α → R) {A B : Finset α}
    (hA : A.Nonempty) (hB : B.Nonempty) (hAB : Disjoint A B)
    (hw : ∀ a ∈ A, ∀ b ∈ B, w s(a, b) = 0) : connectedSum w (A ∪ B) = 0 := by
  refine Finset.sum_eq_zero fun E hE => ?_
  simp only [mem_filter, mem_powerset] at hE
  obtain ⟨a, ha⟩ := hA
  obtain ⟨b, hb⟩ := hB
  by_contra hne
  -- without a line of weight zero, no path from `A` reaches `B`
  have hbA : b ∈ A := by
    refine reachable_induction (P := fun y => y ∈ A) ?_
      (hE.2.2 a (mem_union_left _ ha) b (mem_union_right _ hb)) ha
    intro x y hx hxy
    have h := (graphOf_adj.1 hxy).1
    rcases mem_union.1 (mem_pairs.1 (hE.1 h)).2.1 with hy | hy
    · exact hy
    · exact absurd (Finset.prod_eq_zero h (hw x hx y hy)) hne
  exact Finset.disjoint_left.1 hAB hbA hb
```

For a real-valued pair potential, 1 + w is the Boltzmann factor of a pair, and the product of these factors is exp(−βU), where U is the sum of u over all pairs.

```lean
/-- The Mayer bond `exp(-β u) - 1` of a pair potential `u`. -/
def mayerBond (β : ℝ) (u : Sym2 α → ℝ) (e : Sym2 α) : ℝ :=
  Real.exp (-β * u e) - 1

/-- For a pair potential, the Boltzmann factor of the particles in `V` is the sum, over the
groups `S` containing a given particle `v` of `V`, of the connected sum of Mayer bonds on `S`
times the Boltzmann factor of the rest. -/
theorem boltzmann_recursion (β : ℝ) (u : Sym2 α → ℝ) {V : Finset α} {v : α} (hv : v ∈ V) :
    Real.exp (-β * ∑ e ∈ pairs V, u e) =
      ∑ S ∈ V.powerset with v ∈ S,
        connectedSum (mayerBond β u) S * Real.exp (-β * ∑ e ∈ pairs (V \ S), u e) := by
  have hD : ∀ W : Finset α,
      pairProduct (mayerBond β u) W = Real.exp (-β * ∑ e ∈ pairs W, u e) := by
    intro W
    rw [Finset.mul_sum, Real.exp_sum, pairProduct]
    refine Finset.prod_congr rfl fun e _ => ?_
    rw [mayerBond]
    ring
  have h := linked_cluster_recursion (mayerBond β u) hv
  simp only [hD] at h
  exact h

end

end LinkedCluster
```

A hard core, with infinite u, does not fit the real-valued potential in `boltzmann_recursion`, but the general recursion admits it as w = −1. The thermodynamics of a fluid also involves integrating over the particle positions, which these theorems hold fixed, and taking the logarithm of the partition function.

```lean
#print axioms LinkedCluster.linked_cluster_recursion
#print axioms LinkedCluster.connectedSum_unique
#print axioms LinkedCluster.connectedSum_eq_zero_of_decoupled
#print axioms LinkedCluster.boltzmann_recursion
```

```
'LinkedCluster.linked_cluster_recursion' depends on axioms: [propext, Classical.choice, Quot.sound]
'LinkedCluster.connectedSum_unique' depends on axioms: [propext, Classical.choice, Quot.sound]
'LinkedCluster.connectedSum_eq_zero_of_decoupled' depends on axioms: [propext, Classical.choice, Quot.sound]
'LinkedCluster.boltzmann_recursion' depends on axioms: [propext, Classical.choice, Quot.sound]
```
